# An exchange interaction within d of a constant c adds c to the fixed-orbital gap, to within d√(2N)

In a range-separated hybrid functional, the long-range part of the Coulomb interaction 1/r (atomic units) is usually taken as erf(ωr)/r, with ω the range-separation parameter. In a molecule much smaller than 1/ω this function hardly varies: it stays near its value 2ω/√π at r = 0. Exchange built from it should then act almost like exchange with a constant interaction, which lowers every occupied level by the same amount and leaves the virtual levels alone. The question is how far the exchange contribution to the gap can depart from that constant.

Take real orbitals on a finite set of orthonormal sites, a density matrix G with N occupied orbitals, an interaction w_ij, and the exchange matrix K_ij = −w_ij G_ij. For an occupied orbital v and a virtual orbital u, both of unit norm, write

Δ = ⟨u,Ku⟩ − ⟨v,Kv⟩ = Σ_ij w_ij G_ij (v_i v_j − u_i u_j).

If |w_ij − c| ≤ d for all i and j, then |Δ − c| ≤ d√(2N). This is an upper bound; it is not shown to be attained. The orbitals are held fixed, so self-consistent relaxation is not included.

In Lean, `n` is the set of sites, `IsDensity G N` collects the conditions on G, `exchange w G` is K, and `gap (exchange w G) u v` is Δ. There is one spin channel, and w need not be symmetric.

```lean
import Mathlib

open Matrix

namespace ScreenedExchangeGap

noncomputable section

variable {n : Type*} [Fintype n]

/-- A real one-particle density matrix of `N` occupied orbitals: a symmetric projector
of trace `N`. -/
structure IsDensity (G : Matrix n n ℝ) (N : ℕ) : Prop where
  transpose_eq : Gᵀ = G
  idem : G * G = G
  trace_eq : G.trace = N

/-- The exchange matrix `K i j = -w i j * G i j` of the interaction `w` and the density
matrix `G`. -/
def exchange (w G : Matrix n n ℝ) : Matrix n n ℝ :=
  Matrix.of fun i j => -(w i j * G i j)

/-- The quadratic form of the one-particle operator `A` at the real vector `x`. For `x` of unit norm
it is the expectation value of `A` in the orbital `x`. -/
def energy (A : Matrix n n ℝ) (x : n → ℝ) : ℝ := x ⬝ᵥ (A *ᵥ x)

/-- The difference `energy A u - energy A v`. For `u` and `v` of unit norm it is a difference of
expectation values. -/
def gap (A : Matrix n n ℝ) (u v : n → ℝ) : ℝ := energy A u - energy A v
```

The double-sum form of the expectation value is used throughout.

```lean
/-- The quadratic form `energy A x` written as a double sum over sites. -/
theorem energy_eq_sum (A : Matrix n n ℝ) (x : n → ℝ) :
    energy A x = ∑ i, ∑ j, A i j * (x i * x j) := by
  simp only [energy, dotProduct, Matrix.mulVec, Finset.mul_sum]
  exact Finset.sum_congr rfl fun i _ => Finset.sum_congr rfl fun j _ => by ring
```

## G is a symmetric projector of trace N

Physically, G describes N filled orbitals, and every orbital orthogonal to all of them is empty. By hand, symmetry and idempotency give

Σ_ij G_ij² = Σ_ij G_ij G_ji = tr(G²) = tr G = N.

The proof follows the same line: it expands the trace of `G * G` and uses symmetry to replace `G j i` by `G i j`.

```lean
/-- The squared entries of the density matrix sum to the number of occupied orbitals. -/
theorem sum_sq_density {G : Matrix n n ℝ} {N : ℕ} (hG : IsDensity G N) :
    ∑ i, ∑ j, G i j ^ 2 = (N : ℝ) := by
  have h : (G * G).trace = (N : ℝ) := by rw [hG.idem, hG.trace_eq]
  simp only [Matrix.trace, Matrix.diag_apply, Matrix.mul_apply] at h
  rw [← h]
  refine Finset.sum_congr rfl fun i _ => Finset.sum_congr rfl fun j _ => ?_
  have hs : G j i = G i j := congrFun (congrFun hG.transpose_eq i) j
  rw [hs]
  ring
```

The counter-examples here and under the next three headings, each with a hypothesis dropped, are ordinary arithmetic and do not appear in the Lean code. The two matrices G below are not physical density matrices; they only show what the algebra needs. Take three sites, v = (1,1,0)/√2, u = (0,0,1) and d > 0.

- **Without idempotency:** let G have rows (3,−2,0), (−2,3,0), (0,0,0), so that one orbital has occupation 5, which the Pauli principle forbids, and the trace is 6. If w_ij − c is d times the sign of G_ij, then Δ − c = 5d, above both d√12 and 2d√6. For a symmetric G with fractional occupations between 0 and 1 the bound still holds, because then tr(G²) ≤ tr G.
- **Without symmetry:** let G have rows (2,−1,0), (2,−1,0), (0,0,0), which is idempotent with trace 1. The same choice of signs gives Δ − c = 3d, above d√2.

## v is occupied and u is virtual

The conditions Gv = v and Gu = 0 say that v lies in the filled space and u in the empty one. Neither has to be a frontier orbital or an eigenvector of a Hamiltonian. With the symmetry of G they make the two orbitals orthogonal:

⟨u,v⟩ = ⟨u,Gv⟩ = ⟨Gu,v⟩ = 0.

For unit vectors it follows that

Σ_ij (v_i v_j − u_i u_j)² = ⟨v,v⟩² − 2⟨u,v⟩² + ⟨u,u⟩² = 2.

In the proof, `huv` is the orthogonality and `e` is the expansion of the square.

```lean
/-- For a normalised occupied orbital `v` and a normalised virtual orbital `u`, the
difference of their orbital projectors has squared entries summing to two. -/
theorem sum_sq_projector_difference {G : Matrix n n ℝ} {N : ℕ} (hG : IsDensity G N)
    {u v : n → ℝ} (hv : G *ᵥ v = v) (hu : G *ᵥ u = 0)
    (hv1 : v ⬝ᵥ v = 1) (hu1 : u ⬝ᵥ u = 1) :
    ∑ i, ∑ j, (v i * v j - u i * u j) ^ 2 = 2 := by
  -- occupied and virtual orbitals are orthogonal
  have huv : u ⬝ᵥ v = 0 := by
    calc u ⬝ᵥ v = u ⬝ᵥ (G *ᵥ v) := by rw [hv]
      _ = (u ᵥ* G) ⬝ᵥ v := Matrix.dotProduct_mulVec _ _ _
      _ = 0 := by rw [← Matrix.mulVec_transpose, hG.transpose_eq, hu, zero_dotProduct]
  have e : ∑ i, ∑ j, (v i * v j - u i * u j) ^ 2
      = (v ⬝ᵥ v) * (v ⬝ᵥ v) - 2 * ((u ⬝ᵥ v) * (u ⬝ᵥ v)) + (u ⬝ᵥ u) * (u ⬝ᵥ u) := by
    simp only [dotProduct, Finset.sum_mul_sum]
    simp only [Finset.mul_sum, ← Finset.sum_add_distrib, ← Finset.sum_sub_distrib]
    exact Finset.sum_congr rfl fun i _ => Finset.sum_congr rfl fun j _ => by ring
  rw [e, hv1, hu1, huv]
  norm_num
```

The same conditions isolate the constant. Since ⟨v,Gv⟩ = 1 and ⟨u,Gu⟩ = 0,

c = Σ_ij c G_ij (v_i v_j − u_i u_j),

and subtracting this from Δ gives

Δ − c = Σ_ij (w_ij − c) G_ij (v_i v_j − u_i u_j).

```lean
/-- The exchange gap minus `c` is a double sum in which the interaction enters only
through its deviation from `c`. -/
theorem gap_exchange_sub {G : Matrix n n ℝ} (w : Matrix n n ℝ) (c : ℝ)
    {u v : n → ℝ} (hv : G *ᵥ v = v) (hu : G *ᵥ u = 0) (hv1 : v ⬝ᵥ v = 1) :
    gap (exchange w G) u v - c
      = ∑ i, ∑ j, ((w i j - c) * G i j) * (v i * v j - u i * u j) := by
  have h1 : energy G v = 1 := by rw [energy, hv, hv1]
  have h2 : energy G u = 0 := by rw [energy, hu, dotProduct_zero]
  calc gap (exchange w G) u v - c
      = gap (exchange w G) u v - c * (energy G v - energy G u) := by rw [h1, h2]; ring
    _ = _ := by
      simp only [gap, energy_eq_sum, exchange, Matrix.of_apply,
        ← Finset.sum_sub_distrib, Finset.mul_sum]
      exact Finset.sum_congr rfl fun i _ => Finset.sum_congr rfl fun j _ => by ring
```

If either condition is removed, c itself can be lost. On two sites with G = diag(1,0) and w_ij = c ≠ 0, taking u = v = (1,0) violates only Gu = 0, and taking u = v = (0,1) violates only Gv = v. Both give Δ = 0.

## Both orbitals have unit norm

For an electron in either orbital, the probabilities of the sites add up to one. The norm of v fixes the coefficient of c: for constant w, the vector sv gives Δ = s²c. With ⟨v,v⟩ = 1 the shift is exactly c, because every term of the previous sum vanishes.

```lean
/-- A constant interaction `c` gives an exchange gap of exactly `c`. -/
theorem gap_exchange_const {G : Matrix n n ℝ} (c : ℝ)
    {u v : n → ℝ} (hv : G *ᵥ v = v) (hu : G *ᵥ u = 0) (hv1 : v ⬝ᵥ v = 1) :
    gap (exchange (Matrix.of fun _ _ => c) G) u v = c := by
  have h := gap_exchange_sub (Matrix.of fun _ _ => c) c hv hu hv1
  simp only [Matrix.of_apply, sub_self, zero_mul, Finset.sum_const_zero] at h
  linarith
```

The norm of u enters only through the sum equal to 2. In the two-site model at the end, doubling u raises the deviation from (751/625)d to (323/125)d, above the bound d√2 when d > 0.

## w stays within d of c for every pair of sites

This is the assumption that the interaction is nearly constant; it is not derived from erf(ωr)/r or any other particular interaction. By hand it enters last, after Cauchy–Schwarz over pairs of sites:

(Δ − c)² ≤ [Σ_ij (w_ij − c)² G_ij²] · 2 ≤ 2d² Σ_ij G_ij² = 2d²N.

In the proof, `cs` is the Cauchy–Schwarz step and `hE` is the estimate of the bracket. That d ≥ 0 is deduced: a unit vector needs at least one site, and there |w_ii − c| ≤ d.

```lean
/-- If the interaction stays within `d` of a constant `c`, the exchange gap between a
virtual and an occupied orbital stays within `d * √(2 N)` of `c`. -/
theorem abs_gap_exchange_sub_le {G w : Matrix n n ℝ} {N : ℕ} (hG : IsDensity G N)
    {c d : ℝ} (hw : ∀ i j, |w i j - c| ≤ d)
    {u v : n → ℝ} (hv : G *ᵥ v = v) (hu : G *ᵥ u = 0)
    (hv1 : v ⬝ᵥ v = 1) (hu1 : u ⬝ᵥ u = 1) :
    |gap (exchange w G) u v - c| ≤ d * √(2 * N) := by
  have hd : 0 ≤ d := by
    rcases isEmpty_or_nonempty n with h | ⟨⟨i⟩⟩
    · simp [dotProduct] at hv1
    · exact (abs_nonneg _).trans (hw i i)
  -- Cauchy-Schwarz over pairs of sites
  have cs := Finset.sum_mul_sq_le_sq_mul_sq (Finset.univ : Finset (n × n))
    (fun p => (w p.1 p.2 - c) * G p.1 p.2) (fun p => v p.1 * v p.2 - u p.1 * u p.2)
  simp only [Fintype.sum_prod_type] at cs
  rw [← gap_exchange_sub w c hv hu hv1,
    sum_sq_projector_difference hG hv hu hv1 hu1] at cs
  -- the deviation of the exchange matrix has squared Frobenius norm at most `d ^ 2 * N`
  have hE : ∑ i, ∑ j, ((w i j - c) * G i j) ^ 2 ≤ d ^ 2 * N := by
    rw [← sum_sq_density hG]
    simp only [Finset.mul_sum]
    refine Finset.sum_le_sum fun i _ => Finset.sum_le_sum fun j _ => ?_
    rw [mul_pow]
    have hb := abs_le.mp (hw i j)
    exact mul_le_mul_of_nonneg_right (sq_le_sq' hb.1 hb.2) (sq_nonneg _)
  refine abs_le_of_sq_le_sq ?_ (by positivity)
  rw [mul_pow, Real.sq_sqrt (by positivity)]
  linarith
```

Since √(2N) ≤ 2√N, the rounder bound 2d√N follows.

```lean
/-- If the interaction stays within `d` of a constant `c`, the exchange gap between a virtual and an
occupied orbital stays within `2 * d * √N` of `c`. -/
theorem abs_gap_exchange_sub_le_two {G w : Matrix n n ℝ} {N : ℕ} (hG : IsDensity G N)
    {c d : ℝ} (hd : 0 ≤ d) (hw : ∀ i j, |w i j - c| ≤ d)
    {u v : n → ℝ} (hv : G *ᵥ v = v) (hu : G *ᵥ u = 0)
    (hv1 : v ⬝ᵥ v = 1) (hu1 : u ⬝ᵥ u = 1) :
    |gap (exchange w G) u v - c| ≤ 2 * d * √N := by
  have hN : (0 : ℝ) ≤ N := Nat.cast_nonneg N
  have hs : √(2 * (N : ℝ)) ≤ 2 * √(N : ℝ) := by
    refine Real.sqrt_le_iff.mpr ⟨by positivity, ?_⟩
    rw [mul_pow, Real.sq_sqrt hN]
    linarith
  have h := abs_gap_exchange_sub_le hG hw hv hu hv1 hu1
  have h' := mul_le_mul_of_nonneg_left hs hd
  linarith
```

The condition includes i = j. If w_11 = c + L in the two-site model and all other entries equal c, then Δ − c = −(63/625)L, which grows without limit with the on-site term.

## A fraction α of exchange added to a Hamiltonian

The expectation value is linear in the operator, so adding αK to any one-particle matrix F changes the gap at fixed orbitals by αΔ. This differs from αc by at most |α|d√(2N). A hybrid functional usually also removes some semilocal exchange; that further change in F is not part of the estimate.

```lean
/-- Adding a fraction `α` of the exchange matrix to a one-particle Hamiltonian `F` shifts
the gap at fixed orbitals by `α * c`, within `|α| * d * √(2 N)`. -/
theorem hybrid_gap_shift {G w : Matrix n n ℝ} {N : ℕ} (hG : IsDensity G N)
    {c d : ℝ} (hw : ∀ i j, |w i j - c| ≤ d)
    {u v : n → ℝ} (hv : G *ᵥ v = v) (hu : G *ᵥ u = 0)
    (hv1 : v ⬝ᵥ v = 1) (hu1 : u ⬝ᵥ u = 1) (F : Matrix n n ℝ) (α : ℝ) :
    |gap (F + α • exchange w G) u v - gap F u v - α * c| ≤ |α| * (d * √(2 * N)) := by
  have lin : ∀ x, energy (F + α • exchange w G) x
      = energy F x + α * energy (exchange w G) x := by
    intro x
    simp only [energy_eq_sum, Matrix.add_apply, Matrix.smul_apply, smul_eq_mul,
      Finset.mul_sum, ← Finset.sum_add_distrib]
    exact Finset.sum_congr rfl fun i _ => Finset.sum_congr rfl fun j _ => by ring
  have e : gap (F + α • exchange w G) u v - gap F u v - α * c
      = α * (gap (exchange w G) u v - c) := by
    simp only [gap, lin]
    ring
  rw [e, abs_mul]
  exact mul_le_mul_of_nonneg_left
    (abs_gap_exchange_sub_le hG hw hv hu hv1 hu1) (abs_nonneg α)
```

In a code with orthonormal sites and a density–density interaction, K is an elementwise product, in NumPy `K = -w * G`, and Δ is `u @ K @ u - v @ K @ v`. Half the sum of the largest and smallest entries of w serves as c, and half their difference as d. This gives a quick check on the exchange part of the gap in such a model; exchange from general four-index integrals does not have this form.

## Two sites where the deviation exceeds d

Take N = 1, v = (3/5, 4/5), u = (4/5, −3/5) and G_ij = v_i v_j, with w_11 = c − d and the other three entries of w equal to c + d. Every hypothesis then holds for any d ≥ 0, and Δ = c + (751/625)d. For d > 0 the deviation is therefore larger than d, so a bound of d alone does not follow from these hypotheses. This w is not positive semidefinite when d > 0, so it cannot come from erf(ωr)/r; the example tests the theorem as stated, not that particular interaction. The proof checks each condition by direct computation.

```lean
/-- The density matrix of one occupied orbital with amplitudes `3/5` and `4/5` on two sites. -/
def pairG : Matrix (Fin 2) (Fin 2) ℝ := !![9/25, 12/25; 12/25, 16/25]

/-- A two-site interaction whose entries are `c - d` or `c + d`. -/
def pairW (c d : ℝ) : Matrix (Fin 2) (Fin 2) ℝ := !![c - d, c + d; c + d, c + d]

/-- The two-site model meets all the hypotheses, and its exchange gap is
`c + 751/625 * d`. -/
theorem two_site_witness (c d : ℝ) (hd : 0 ≤ d) :
    IsDensity pairG 1 ∧ (∀ i j, |pairW c d i j - c| ≤ d) ∧
    pairG *ᵥ ![3/5, 4/5] = ![3/5, 4/5] ∧ pairG *ᵥ ![4/5, -3/5] = 0 ∧
    (![3/5, 4/5] : Fin 2 → ℝ) ⬝ᵥ ![3/5, 4/5] = 1 ∧
    (![4/5, -3/5] : Fin 2 → ℝ) ⬝ᵥ ![4/5, -3/5] = 1 ∧
    gap (exchange (pairW c d) pairG) ![4/5, -3/5] ![3/5, 4/5] = c + 751/625 * d := by
  refine ⟨⟨?_, ?_, ?_⟩, ?_, ?_, ?_, ?_, ?_, ?_⟩
  · ext i j
    fin_cases i <;> fin_cases j <;> simp [pairG]
  · ext i j
    fin_cases i <;> fin_cases j <;>
      simp [pairG, Matrix.mul_apply, Fin.sum_univ_two] <;> norm_num
  · simp [pairG, Matrix.trace_fin_two]
    norm_num
  · intro i j
    rw [abs_le]
    fin_cases i <;> fin_cases j <;> constructor <;> simp [pairW] <;> linarith
  · ext i
    fin_cases i <;> simp [pairG, Matrix.mulVec, dotProduct, Fin.sum_univ_two] <;> norm_num
  · ext i
    fin_cases i <;> simp [pairG, Matrix.mulVec, dotProduct, Fin.sum_univ_two] <;> norm_num
  · simp [dotProduct, Fin.sum_univ_two]
    norm_num
  · simp [dotProduct, Fin.sum_univ_two]
    norm_num
  · simp [gap, energy_eq_sum, exchange, pairW, pairG, Fin.sum_univ_two]
    ring

end

end ScreenedExchangeGap
```

```lean
#print axioms ScreenedExchangeGap.gap_exchange_const
#print axioms ScreenedExchangeGap.abs_gap_exchange_sub_le_two
#print axioms ScreenedExchangeGap.hybrid_gap_shift
```

```
'ScreenedExchangeGap.gap_exchange_const' depends on axioms: [propext, Classical.choice, Quot.sound]
'ScreenedExchangeGap.abs_gap_exchange_sub_le_two' depends on axioms: [propext, Classical.choice, Quot.sound]
'ScreenedExchangeGap.hybrid_gap_shift' depends on axioms: [propext, Classical.choice, Quot.sound]
```
